# Overlap products of a continuously differentiable orthonormal frame converge to its Wilson line

The bands are modelled as a matrix function \(A(t)\) of one real parameter, and the continuum transport \(W(t)\) enters as a given solution of its differential equation; its existence is assumed, not derived. The \(m\) columns of \(A(t)\) are orthonormal states in an \(n\)-dimensional space, for instance the cell-periodic parts of \(m\) Bloch states in a finite orthonormal basis that does not change with \(t\), followed along a path in the Brillouin zone. The transport satisfies

\[
W'=W A^\dagger A',\qquad W(0)=1 .
\]

Throughout, \(\|\cdot\|\) is the operator norm, the largest singular value, selected by the scope `Matrix.Norms.L2Operator`.

```lean
import Mathlib

open Matrix Filter Topology
open scoped Matrix.Norms.L2Operator

namespace MultibandWilsonLine

noncomputable section

universe u
```

Derivatives are taken entry by entry. `HasMatrixDeriv A A'` says that \(A'_{ij}(t)\) is the derivative of \(A_{ij}\) at every real \(t\), including points outside \([0,1]\).

```lean
/-- The matrix function `A` has the derivative `A'` at every parameter value, entry by entry. -/
def HasMatrixDeriv {α β : Type*} (A A' : ℝ → Matrix α β ℂ) : Prop :=
  ∀ t i j, HasDerivAt (fun s => A s i j) (A' t i j) t
```

With \(M_k=A(k/N)^\dagger A((k+1)/N)\), the discrete line is \(P_0=1\), \(P_{k+1}=P_kM_k\), so later overlaps stand on the right. In Lean \(P_k\) is `wilsonLine A N k`, and \({}^\dagger\) is written `ᴴ`. The path need not be closed.

```lean
/-- The ordered product of the first `k` overlap matrices `A(j/N)† A((j+1)/N)` of a frame
sampled with spacing `1/N`. -/
def wilsonLine {n m : Type*} [Fintype n] [Fintype m] [DecidableEq m]
    (A : ℝ → Matrix n m ℂ) (N : ℕ) : ℕ → Matrix m m ℂ
  | 0 => 1
  | k + 1 => wilsonLine A N k * ((A ((k : ℝ) / N))ᴴ * A (((k : ℝ) + 1) / N))
```

## Two tools for matrix functions

The product rule \((AB)'=A'B+AB'\) follows by differentiating \(\sum_k A_{ik}B_{kj}\) term by term.

```lean
/-- The product rule for matrix functions, with the order of the factors kept. -/
theorem HasMatrixDeriv.mul {α β γ : Type*} [Fintype β] {A A' : ℝ → Matrix α β ℂ}
    {B B' : ℝ → Matrix β γ ℂ} (hA : HasMatrixDeriv A A') (hB : HasMatrixDeriv B B') :
    HasMatrixDeriv (fun t => A t * B t) (fun t => A' t * B t + A t * B' t) := by
  intro t i j
  simp only [Matrix.mul_apply, Matrix.add_apply, ← Finset.sum_add_distrib]
  exact HasDerivAt.fun_sum fun k _ => (hA t i k).fun_mul (hB t k j)
```

If \(\|G'\|\le C\) on \([a,b]\), then \(\|G(b)-G(a)\|\le C(b-a)\). The proof turns on how this is obtained from entrywise derivatives. Bounding each entry separately and reassembling the matrix would generally introduce dimension-dependent factors. Instead, `gen` treats a sum \(\sum_p G_p(s)\,e_p\) with fixed vectors \(e_p\) in an arbitrary normed space. Such a sum is differentiable because its coefficients are, and Mathlib's mean value inequality, `norm_image_sub_le_of_norm_hasDerivWithin_le`, applies to it directly. Taking the \(e_p\) to be the matrix units, `Matrix.single`, turns the sum back into \(G\) and gives the operator-norm bound with constant exactly \(C\).

```lean
/-- A matrix function whose derivative has operator norm at most `C` on `[a, b]` changes by at
most `C (b - a)` in operator norm. -/
theorem norm_sub_le_of_deriv {α β : Type u} [Fintype α] [Fintype β] [DecidableEq α]
    [DecidableEq β] {G G' : ℝ → Matrix α β ℂ} (hG : HasMatrixDeriv G G') {a b C : ℝ}
    (hab : a ≤ b) (hC : ∀ s ∈ Set.Icc a b, ‖G' s‖ ≤ C) : ‖G b - G a‖ ≤ C * (b - a) := by
  -- the mean value inequality for a combination of fixed vectors in any normed space
  have gen : ∀ (E : Type u) [NormedAddCommGroup E] [NormedSpace ℂ E] (e : α × β → E),
      (∀ s ∈ Set.Icc a b, ‖∑ p, G' s p.1 p.2 • e p‖ ≤ C) →
      ‖∑ p, G b p.1 p.2 • e p - ∑ p, G a p.1 p.2 • e p‖ ≤ C * (b - a) := by
    intro E _ _ e hE
    have hd : ∀ s, HasDerivAt (fun s => ∑ p, G s p.1 p.2 • e p)
        (∑ p, G' s p.1 p.2 • e p) s := fun s =>
      HasDerivAt.fun_sum fun p _ => (hG s p.1 p.2).smul_const (e p)
    have h := (convex_Icc a b).norm_image_sub_le_of_norm_hasDerivWithin_le
      (fun s _ => (hd s).hasDerivWithinAt) hE (Set.left_mem_Icc.2 hab) (Set.right_mem_Icc.2 hab)
    rwa [Real.norm_of_nonneg (sub_nonneg.2 hab)] at h
  -- expand in matrix units
  have key : ∀ M : Matrix α β ℂ,
      ∑ p : α × β, M p.1 p.2 • Matrix.single p.1 p.2 (1 : ℂ) = M := by
    intro M
    rw [Fintype.sum_prod_type]
    simp only [Matrix.smul_single, smul_eq_mul, mul_one]
    exact (Matrix.matrix_eq_sum_single M).symm
  have h := gen (Matrix α β ℂ) (fun p => Matrix.single p.1 p.2 (1 : ℂ)) (fun s hs => by
    have h1 := hC s hs
    rw [← key (G' s)] at h1
    exact h1)
  rw [← key (G b), ← key (G a)]
  exact h
```

Contractions are recognised algebraically. If \(Q=M^\dagger M\) satisfies \(Q^\dagger Q=Q\), then \(\|Q\|^2=\|Q\|\), so \(\|Q\|\le1\), and \(\|M\|^2=\|Q\|\le1\). This covers frames, unitaries and projectors alike.

```lean
/-- A matrix `M` for which `M†M` is an orthogonal projector has operator norm at most one. -/
theorem norm_le_one_of_partialIsometry {α β : Type*} [Fintype α] [Fintype β] [DecidableEq α]
    [DecidableEq β] {M : Matrix α β ℂ} (h : (Mᴴ * M)ᴴ * (Mᴴ * M) = Mᴴ * M) : ‖M‖ ≤ 1 := by
  have h1 := Matrix.l2_opNorm_conjTranspose_mul_self (Mᴴ * M)
  have h2 := Matrix.l2_opNorm_conjTranspose_mul_self M
  rw [h] at h1
  have hq : ‖Mᴴ * M‖ ≤ 1 := by
    by_contra hc
    nlinarith [not_le.1 hc]
  by_contra hc
  nlinarith [not_le.1 hc]
```

## Unitary transport

Differentiating \(A^\dagger A=1\) gives \(A'^\dagger A+A^\dagger A'=0\): the connection is anti-Hermitian. Lean compares this derivative with that of a constant, using uniqueness of derivatives.

```lean
variable {n m : Type u} [Fintype n] [Fintype m] [DecidableEq n] [DecidableEq m]
  {A A' : ℝ → Matrix n m ℂ} {W : ℝ → Matrix m m ℂ}

omit [Fintype m] [DecidableEq n] in
/-- The connection `A†A'` of an orthonormal frame is anti-Hermitian. -/
theorem connection_antiHermitian (hA : HasMatrixDeriv A A') (ho : ∀ t, (A t)ᴴ * A t = 1)
    (t : ℝ) : (A' t)ᴴ * A t = -((A t)ᴴ * A' t) := by
  have hs : HasMatrixDeriv (fun t => (A t)ᴴ) (fun t => (A' t)ᴴ) := fun t i j => (hA t j i).star
  apply eq_neg_of_add_eq_zero_left
  ext i j
  have h1 := (hs.mul hA) t i j
  simp only [ho] at h1
  exact h1.unique (hasDerivAt_const t _)
```

Write \(a=A^\dagger A'\). Then

\[
(WW^\dagger)'=W(a+a^\dagger)W^\dagger=0,
\]

so \(WW^\dagger\) keeps its initial value \(1\).

```lean
omit [DecidableEq n] in
/-- The solution of `W' = W A†A'` with `W(0) = 1` is unitary at every parameter value. -/
theorem transport_unitary (hA : HasMatrixDeriv A A') (ho : ∀ t, (A t)ᴴ * A t = 1)
    (hW : HasMatrixDeriv W (fun t => W t * ((A t)ᴴ * A' t))) (hW0 : W 0 = 1) (t : ℝ) :
    W t * (W t)ᴴ = 1 := by
  have hs : HasMatrixDeriv (fun t => (W t)ᴴ) (fun t => (W t * ((A t)ᴴ * A' t))ᴴ) :=
    fun t i j => (hW t j i).star
  have h := hW.mul hs
  -- the two terms of the product rule cancel
  have h0 : ∀ s, W s * ((A s)ᴴ * A' s) * (W s)ᴴ + W s * (W s * ((A s)ᴴ * A' s))ᴴ = 0 := by
    intro s
    rw [Matrix.conjTranspose_mul, Matrix.conjTranspose_mul, Matrix.conjTranspose_conjTranspose,
      connection_antiHermitian hA ho s]
    generalize (A s)ᴴ * A' s = a
    noncomm_ring
  have e : W 0 * (W 0)ᴴ = 1 := by simp [hW0]
  ext i j
  have hc := is_const_of_deriv_eq_zero (f := fun s => (W s * (W s)ᴴ) i j)
    (fun s => (h s i j).differentiableAt)
    (fun s => (h s i j).deriv.trans (congrFun (congrFun (h0 s) i) j)) t 0
  exact hc.trans (congrFun (congrFun e i) j)
```

## The error of one overlap

Let \(B=WA^\dagger\). Since \(A^\dagger A'=-A'^\dagger A\),

\[
B'=WA^\dagger A'A^\dagger+WA'^\dagger
=WA'^\dagger(1-AA^\dagger).
\]

Only the motion out of the band subspace remains.

```lean
/-- The transported dual frame `W A†` changes only through the part of `A'` that is orthogonal
to the band subspace. -/
theorem transported_frame_deriv (hA : HasMatrixDeriv A A') (ho : ∀ t, (A t)ᴴ * A t = 1)
    (hW : HasMatrixDeriv W (fun t => W t * ((A t)ᴴ * A' t))) :
    HasMatrixDeriv (fun t => W t * (A t)ᴴ)
      (fun t => W t * ((A' t)ᴴ * (1 - A t * (A t)ᴴ))) := by
  have hs : HasMatrixDeriv (fun t => (A t)ᴴ) (fun t => (A' t)ᴴ) := fun t i j => (hA t j i).star
  intro t i j
  have e : W t * ((A t)ᴴ * A' t) * (A t)ᴴ + W t * (A' t)ᴴ
      = W t * ((A' t)ᴴ * (1 - A t * (A t)ᴴ)) := by
    rw [Matrix.mul_sub, Matrix.mul_one, ← Matrix.mul_assoc (A' t)ᴴ (A t) (A t)ᴴ,
      connection_antiHermitian hA ho t, Matrix.neg_mul, sub_neg_eq_add, Matrix.mul_add,
      Matrix.mul_assoc (W t) ((A t)ᴴ * A' t) (A t)ᴴ, add_comm]
  exact ((hW.mul hs) t i j).congr_deriv (congrFun (congrFun e i) j)
```

Suppose \(\|A'\|\le K\) on \([0,1]\). Both \(W\) and the projector \(1-AA^\dagger\) are contractions, so \(\|B'\|\le K\). For \(0\le a\le b\le1\), with \(a\) now a fixed parameter value, set \(f(s)=B(a)A(s)-W(s)\). Then \(f(a)=0\) and

\[
f'(s)=(B(a)-B(s))A'(s),\qquad
\|f'(s)\|\le K(b-a)\,K .
\]

A second use of the mean value inequality gives \(\|f(b)\|\le K^2(b-a)^2\).

```lean
/-- Replacing the transport from `a` to `b` by a single overlap matrix costs an error of at most
`K² (b - a)²`, where `K` bounds the speed of the frame. -/
theorem one_step_error (hA : HasMatrixDeriv A A') (ho : ∀ t, (A t)ᴴ * A t = 1)
    (hW : HasMatrixDeriv W (fun t => W t * ((A t)ᴴ * A' t))) (hW0 : W 0 = 1) {K : ℝ}
    (hK : ∀ t ∈ Set.Icc (0 : ℝ) 1, ‖A' t‖ ≤ K) {a b : ℝ} (ha : 0 ≤ a) (hab : a ≤ b)
    (hb : b ≤ 1) : ‖W a * ((A a)ᴴ * A b) - W b‖ ≤ K ^ 2 * (b - a) ^ 2 := by
  have hK0 : 0 ≤ K := (norm_nonneg _).trans (hK a ⟨ha, hab.trans hb⟩)
  -- the transported dual frame moves with speed at most K
  have hBn : ∀ s ∈ Set.Icc a b, ‖W s * ((A' s)ᴴ * (1 - A s * (A s)ᴴ))‖ ≤ K := by
    intro s hs
    have hWs : (W s)ᴴ * W s = 1 := mul_eq_one_comm.1 (transport_unitary hA ho hW hW0 s)
    have hWn : ‖W s‖ ≤ 1 := norm_le_one_of_partialIsometry (by rw [hWs]; simp)
    have q : A s * (A s)ᴴ * (A s * (A s)ᴴ) = A s * (A s)ᴴ := by
      rw [Matrix.mul_assoc, ← Matrix.mul_assoc (A s)ᴴ, ho, Matrix.one_mul]
    have p1 : (1 - A s * (A s)ᴴ)ᴴ = 1 - A s * (A s)ᴴ := by
      simp [Matrix.conjTranspose_sub, Matrix.conjTranspose_mul]
    have p2 : (1 - A s * (A s)ᴴ) * (1 - A s * (A s)ᴴ) = 1 - A s * (A s)ᴴ := by
      rw [Matrix.sub_mul, Matrix.mul_sub, Matrix.mul_sub, q]
      simp
    have hP : ‖1 - A s * (A s)ᴴ‖ ≤ 1 :=
      norm_le_one_of_partialIsometry (by rw [p1, p2, p1, p2])
    have hA's : ‖(A' s)ᴴ‖ ≤ K := by
      rw [Matrix.l2_opNorm_conjTranspose]
      exact hK s ⟨ha.trans hs.1, hs.2.trans hb⟩
    have h1 := (Matrix.l2_opNorm_mul (A' s)ᴴ (1 - A s * (A s)ᴴ)).trans
      (mul_le_mul hA's hP (norm_nonneg _) hK0)
    have h2 := (Matrix.l2_opNorm_mul (W s) ((A' s)ᴴ * (1 - A s * (A s)ᴴ))).trans
      (mul_le_mul hWn h1 (norm_nonneg _) zero_le_one)
    linarith
  have hf : HasMatrixDeriv (fun s => W a * (A a)ᴴ * A s - W s)
      (fun s => (W a * (A a)ᴴ - W s * (A s)ᴴ) * A' s) := by
    have hc : HasMatrixDeriv (fun _ => W a * (A a)ᴴ) (fun _ => 0) :=
      fun t i j => hasDerivAt_const t _
    intro t i j
    refine (((hc.mul hA) t i j).fun_sub (hW t i j)).congr_deriv ?_
    simp only [Matrix.zero_mul, zero_add, Matrix.sub_mul, Matrix.sub_apply, Matrix.mul_assoc]
  have h := norm_sub_le_of_deriv hf hab (C := K * (b - a) * K) (fun s hs => by
    have h1 := norm_sub_le_of_deriv (transported_frame_deriv hA ho hW) hs.1
      (fun r hr => hBn r ⟨hr.1, hr.2.trans hs.2⟩)
    rw [norm_sub_rev] at h1
    have h2 : K * (s - a) ≤ K * (b - a) :=
      mul_le_mul_of_nonneg_left (by linarith [hs.2]) hK0
    exact (Matrix.l2_opNorm_mul _ _).trans (mul_le_mul (h1.trans h2)
      (hK s ⟨ha.trans hs.1, hs.2.trans hb⟩) (norm_nonneg _)
      (mul_nonneg hK0 (sub_nonneg.2 hab))))
  have fa : W a * (A a)ᴴ * A a - W a = 0 := by
    rw [Matrix.mul_assoc, ho, Matrix.mul_one, sub_self]
  simp only [fa, sub_zero] at h
  rw [← Matrix.mul_assoc]
  exact h.trans (le_of_eq (by ring))
```

## Adding the errors

Let \(E_k=P_k-W(k/N)\). Then

\[
E_{k+1}=E_kM_k+\bigl[W(k/N)M_k-W((k+1)/N)\bigr].
\]

Because \(\|M_k\|\le1\), old errors do not grow, and each step adds at most \(K^2/N^2\). Induction gives \(\|E_k\|\le kK^2/N^2\), hence \(\|E_N\|\le K^2/N\) for every \(N\ge1\).

```lean
/-- The product of `N` overlap matrices along `[0, 1]` differs from the continuum Wilson line
`W(1)` by at most `K²/N` in operator norm, where `K` bounds the speed of the frame. -/
theorem wilsonLine_error (hA : HasMatrixDeriv A A') (ho : ∀ t, (A t)ᴴ * A t = 1)
    (hW : HasMatrixDeriv W (fun t => W t * ((A t)ᴴ * A' t))) (hW0 : W 0 = 1) {K : ℝ}
    (hK : ∀ t ∈ Set.Icc (0 : ℝ) 1, ‖A' t‖ ≤ K) {N : ℕ} (hN : 0 < N) :
    ‖wilsonLine A N N - W 1‖ ≤ K ^ 2 / N := by
  have hN' : (0 : ℝ) < N := by exact_mod_cast hN
  have hAn : ∀ t, ‖A t‖ ≤ 1 := fun t => norm_le_one_of_partialIsometry (by rw [ho]; simp)
  have step : ∀ k : ℕ, k ≤ N → ‖wilsonLine A N k - W ((k : ℝ) / N)‖ ≤ k * (K / N) ^ 2 := by
    intro k
    induction k with
    | zero => intro _; simp [wilsonLine, hW0]
    | succ k ih =>
      intro hk1
      have hk := ih (by omega)
      have hkN : (k : ℝ) + 1 ≤ N := by exact_mod_cast hk1
      have loc := one_step_error hA ho hW hW0 hK (a := (k : ℝ) / N) (b := ((k : ℝ) + 1) / N)
        (by positivity) ((div_le_div_iff_of_pos_right hN').2 (by linarith))
        ((div_le_one hN').2 hkN)
      have hd : ((k : ℝ) + 1) / N - k / N = 1 / N := by ring
      rw [hd] at loc
      have hM : ‖(A ((k : ℝ) / N))ᴴ * A (((k : ℝ) + 1) / N)‖ ≤ 1 := by
        have h1 := Matrix.l2_opNorm_mul (A ((k : ℝ) / N))ᴴ (A (((k : ℝ) + 1) / N))
        rw [Matrix.l2_opNorm_conjTranspose] at h1
        exact h1.trans (mul_le_one₀ (hAn _) (norm_nonneg _) (hAn _))
      -- old error, carried along by a contraction, plus the new one-step error
      have e : wilsonLine A N (k + 1) - W (((k + 1 : ℕ) : ℝ) / N)
          = (wilsonLine A N k - W ((k : ℝ) / N)) * ((A ((k : ℝ) / N))ᴴ * A (((k : ℝ) + 1) / N))
            + (W ((k : ℝ) / N) * ((A ((k : ℝ) / N))ᴴ * A (((k : ℝ) + 1) / N))
              - W (((k : ℝ) + 1) / N)) := by
        simp only [wilsonLine, Nat.cast_add, Nat.cast_one]
        rw [sub_mul]
        abel
      rw [e]
      have h2 := (Matrix.l2_opNorm_mul (wilsonLine A N k - W ((k : ℝ) / N))
        ((A ((k : ℝ) / N))ᴴ * A (((k : ℝ) + 1) / N))).trans
        (mul_le_mul hk hM (norm_nonneg _) (by positivity))
      refine (norm_add_le _ _).trans ((add_le_add h2 loc).trans (le_of_eq ?_))
      push_cast
      ring
  have h := step N le_rfl
  rw [div_self hN'.ne'] at h
  exact h.trans (le_of_eq (by field_simp))
```

If \(A'\) is continuous, it is bounded on the compact interval \([0,1]\), so some \(K\) exists and the error is squeezed to zero. No second derivative is needed. For finitely many bands in a fixed finite orthonormal basis, described along the path by a continuously differentiable frame, this justifies approximating a non-abelian Berry transport by overlaps on a mesh of \(N\) equal steps in \(t\), with an error of at most \(K^2/N\).

```lean
/-- Multiband continuum limit: for a continuously differentiable orthonormal frame, the ordered
product of `N` overlap matrices tends to `W(1)`, where `W' = W A†A'` and `W(0) = 1`. -/
theorem wilsonLine_tendsto (hA : HasMatrixDeriv A A') (hA' : Continuous A')
    (ho : ∀ t, (A t)ᴴ * A t = 1)
    (hW : HasMatrixDeriv W (fun t => W t * ((A t)ᴴ * A' t))) (hW0 : W 0 = 1) :
    Tendsto (fun N : ℕ => wilsonLine A N N) atTop (𝓝 (W 1)) := by
  obtain ⟨K, hK⟩ := (isCompact_Icc (a := (0 : ℝ)) (b := 1)).exists_bound_of_continuousOn
    hA'.continuousOn
  refine tendsto_iff_norm_sub_tendsto_zero.2 ?_
  refine squeeze_zero' (Eventually.of_forall fun N => norm_nonneg _) ?_
    (tendsto_const_div_atTop_nhds_zero_nat (K ^ 2))
  filter_upwards [eventually_gt_atTop 0] with N hN
  exact wilsonLine_error hA ho hW hW0 hK hN
```

## Two bands rotated into each other

A concrete frame meets every hypothesis. Its columns are \((\cos t,\sin t,0)\) and \((-\tfrac35\sin t,\tfrac35\cos t,\tfrac45)\), and the plane they span moves with \(t\).

```lean
/-- Two orthonormal states in a three-dimensional space, turning about the third axis. -/
def turningFrame (t : ℝ) : Matrix (Fin 3) (Fin 2) ℂ :=
  !![Complex.cos t, -(3 / 5) * Complex.sin t; Complex.sin t, 3 / 5 * Complex.cos t; 0, 4 / 5]
```

Differentiating each entry gives the velocity.

```lean
/-- The velocity of the turning frame. -/
def turningVelocity (t : ℝ) : Matrix (Fin 3) (Fin 2) ℂ :=
  !![-Complex.sin t, -(3 / 5) * Complex.cos t; Complex.cos t, 3 / 5 * -Complex.sin t; 0, 0]
```

The connection is constant,

\[
A^\dagger A'=\tfrac35\begin{pmatrix}0&-1\\1&0\end{pmatrix},
\]

so \(W(t)\) is the rotation by the angle \(3t/5\).

```lean
/-- The rotation of two bands into each other by the angle `3t/5`. -/
def bandRotation (t : ℝ) : Matrix (Fin 2) (Fin 2) ℂ :=
  !![Complex.cos (3 / 5 * t), -Complex.sin (3 / 5 * t);
    Complex.sin (3 / 5 * t), Complex.cos (3 / 5 * t)]
```

The last theorem checks orthonormality, the derivatives, continuity and the transport equation, using \(\sin^2t+\cos^2t=1\). Together with `wilsonLine_tendsto`, it shows that the overlap products of this frame tend to a rotation by \(3/5\) radian.

```lean
/-- The turning frame is orthonormal and differentiable, and its transport equation with initial
value one is solved by the band rotation. -/
theorem turningFrame_witness :
    HasMatrixDeriv turningFrame turningVelocity ∧ Continuous turningVelocity ∧
    (∀ t, (turningFrame t)ᴴ * turningFrame t = 1) ∧
    HasMatrixDeriv bandRotation
      (fun t => bandRotation t * ((turningFrame t)ᴴ * turningVelocity t)) ∧
    bandRotation 0 = 1 := by
  have hc : ∀ t : ℝ, HasDerivAt (fun s : ℝ => Complex.cos s) (-Complex.sin t) t :=
    fun t => (Complex.hasDerivAt_cos (t : ℂ)).comp_ofReal
  have hs : ∀ t : ℝ, HasDerivAt (fun s : ℝ => Complex.sin s) (Complex.cos t) t :=
    fun t => (Complex.hasDerivAt_sin (t : ℂ)).comp_ofReal
  have cc : ∀ t : ℝ, star (Complex.cos t) = Complex.cos t := fun t => by
    rw [← Complex.ofReal_cos]; exact Complex.conj_ofReal _
  have cs : ∀ t : ℝ, star (Complex.sin t) = Complex.sin t := fun t => by
    rw [← Complex.ofReal_sin]; exact Complex.conj_ofReal _
  -- all entries are real, so the adjoint is the transpose
  have adj : ∀ t, (turningFrame t)ᴴ = !![Complex.cos t, Complex.sin t, 0;
      -(3 / 5) * Complex.sin t, 3 / 5 * Complex.cos t, 4 / 5] := by
    intro t
    have c1 := cc t
    have c2 := cs t
    simp only [Complex.star_def] at c1 c2
    ext i j
    fin_cases i <;> fin_cases j <;> simp [turningFrame, Matrix.conjTranspose_apply, c1, c2]
  have conn : ∀ t, (turningFrame t)ᴴ * turningVelocity t = !![0, -(3 / 5); 3 / 5, 0] := by
    intro t
    have h := Complex.sin_sq_add_cos_sq (t : ℂ)
    rw [adj]
    ext i j
    fin_cases i <;> fin_cases j <;>
      simp [turningVelocity, Matrix.mul_apply, Fin.sum_univ_succ] <;>
      first
        | ring1
        | linear_combination (3 / 5 : ℂ) * h
        | linear_combination (-(3 / 5) : ℂ) * h
  refine ⟨?_, ?_, ?_, ?_, ?_⟩
  · intro t i j
    fin_cases i <;> fin_cases j
    · exact hc t
    · exact (hs t).const_mul (-(3 / 5) : ℂ)
    · exact hs t
    · exact (hc t).const_mul (3 / 5 : ℂ)
    · exact hasDerivAt_const t (0 : ℂ)
    · exact hasDerivAt_const t (4 / 5 : ℂ)
  · refine continuous_matrix fun i j => ?_
    fin_cases i <;> fin_cases j <;> simp [turningVelocity] <;> fun_prop
  · intro t
    have h := Complex.sin_sq_add_cos_sq (t : ℂ)
    rw [adj]
    ext i j
    fin_cases i <;> fin_cases j <;>
      simp [turningFrame, Matrix.mul_apply, Fin.sum_univ_succ] <;>
      first
        | ring1
        | linear_combination h
        | linear_combination (9 / 25 : ℂ) * h
  · have hl : ∀ t : ℝ, HasDerivAt (fun z : ℂ => 3 / 5 * z) (3 / 5) (t : ℂ) := fun t => by
      simpa using (hasDerivAt_id (t : ℂ)).const_mul (3 / 5 : ℂ)
    have rc := fun t : ℝ => (hl t).ccos.comp_ofReal
    have rs := fun t : ℝ => (hl t).csin.comp_ofReal
    intro t i j
    simp only [conn]
    fin_cases i <;> fin_cases j
    · exact (rc t).congr_deriv (by simp [bandRotation, Matrix.mul_apply, Fin.sum_univ_succ])
    · exact (rs t).fun_neg.congr_deriv
        (by simp [bandRotation, Matrix.mul_apply, Fin.sum_univ_succ])
    · exact (rs t).congr_deriv (by simp [bandRotation, Matrix.mul_apply, Fin.sum_univ_succ])
    · exact (rc t).congr_deriv (by simp [bandRotation, Matrix.mul_apply, Fin.sum_univ_succ])
  · ext i j
    fin_cases i <;> fin_cases j <;> simp [bandRotation]

end

end MultibandWilsonLine
```

```lean
#print axioms MultibandWilsonLine.wilsonLine_error
#print axioms MultibandWilsonLine.wilsonLine_tendsto
```

```
'MultibandWilsonLine.wilsonLine_error' depends on axioms: [propext, Classical.choice, Quot.sound]
'MultibandWilsonLine.wilsonLine_tendsto' depends on axioms: [propext, Classical.choice, Quot.sound]
```
